# For q > 2, the Potts cavity equation at coordination three has ordered solutions below the local instability threshold

Suppose that one looks for order in a seven-state Potts model on a tree with three neighbours per site by perturbing the uniform solution and watching whether the perturbation grows. With a Boltzmann factor of 6 for equal neighbours, a small bias towards one state shrinks by a factor close to $5/6$ at each step, and the search reports no order. Yet for each choice of the favoured state the same equation has two further solutions, in which that state carries 4 or 9 times the weight of any other. Linearisation at the uniform solution can't see them. The theorem below gives the exact coupling at which such solutions first exist.

## Messages on a tree with three neighbours per site

Each site carries a spin with $q$ possible states. Two neighbouring spins have energy $-J$ if they are equal and $0$ otherwise, so a bond contributes the factor $a=e^{J/k_BT}$ or $1$. The ferromagnetic case is $a>1$, and cooling then raises $a$.

Remove one of the three bonds at a site. The other two lead to branches of the tree, and each branch sends a message $\psi(t)$, the weight of state $t$ for the spin at its root. If both messages are the same, the site sends on the weight

$$\psi'(s)=\Big(\sum_t a^{\delta_{st}}\,\psi(t)\Big)^2 .$$

Now let the message favour one state $s_0$, with $\psi(s_0)=r$ and $\psi(t)=1$ for every other state. The sum at $s_0$ is $ar+(q-1)$. At a state $s\neq s_0$ it is $r+a+(q-2)$, from the favoured state, from $s$ itself and from the remaining states. The new ratio of weights is therefore

$$f(r)=\left(\frac{ar+q-1}{r+a+q-2}\right)^2 .$$

A message that reproduces itself up to normalisation satisfies $r=f(r)$. Normalised, it gives the favoured state the probability $r/(r+q-1)$ and each other state $1/(r+q-1)$. The uniform message is $r=1$, and it solves the equation for every $a>0$.

## The threshold and its formal reading

For real $q>2$ and $a>0$, the equation $r=f(r)$ has a positive solution $r\neq1$ if and only if

$$a\ \ge\ 1+2\sqrt{q-1},$$

and this value is strictly smaller than $1+q$, above which the slope of $f$ at $r=1$ exceeds one.

In Lean, the spin states form a finite type `σ`, and `Fintype.card σ` is their number. `branchUpdate` is the spin sum above, `biasedMessage` is the message with ratio $r$, and both are unnormalised. `cavityMap q a r` is $f(r)$ with $q$ a real number. The theorem `branchUpdate_biased` connects the two levels: the updated weight of $s_0$ equals `cavityMap` times the updated weight of any other state. It needs only two distinct states and positive $a$ and $r$.

The first half of `ordered_solution_iff` is the equivalence, and the second half is the strict inequality between the two thresholds. The slope is the subject of `hasDerivAt_uniform` and `uniform_slope_gt_one_iff`. Two further theorems list the positive solutions at the lower threshold and strictly between the thresholds. For non-integer $q$ these are statements about the scalar map alone, since the spin sum needs a whole number of states.

The model is restricted in several ways. All messages are equal, only one state may differ in weight from the others (it is favoured if $r>1$ and suppressed if $r<1$), and there is no external field. The theorems concern solutions of the cavity equation. They do not compare free energies, so the lower threshold is not identified with a thermodynamic transition temperature.

One application is a lattice alloy with three neighbours per site and $q$ species at equal chemical potentials, treated in the Bethe approximation with a single attractive pair energy for like neighbours. Between the two thresholds, the larger of the two ordered solutions then describes a phase enriched in one species, which may be only metastable. An iteration started close to the uniform message misses this phase, while a start with $r$ above the smaller ordered solution converges to it. The smaller ordered solution is itself unstable under iteration and marks the border between the two outcomes.

## A cubic with one known root

Write $r=x^2$ with $x>0$. The numerator and denominator of $f$ are positive, so the square root of the equation is

$$x=\frac{ax^2+q-1}{x^2+a+q-2}.$$

Multiplying out gives $x^3-ax^2+(a+q-2)x-(q-1)=0$. Since $x=1$ is a root, the cubic factors:

$$(x-1)\big(x^2-(a-1)x+q-1\big)=0 .$$

A solution $r\neq1$ must come from the quadratic, which says $(a-1)x=x^2+(q-1)$. From $(x-\sqrt{q-1})^2\ge0$ the right side is at least $2x\sqrt{q-1}$. Division by $x$ gives $a-1\ge2\sqrt{q-1}$.

Conversely, if this inequality holds, then $d=\sqrt{(a-1)^2-4(q-1)}$ is real, and the larger root satisfies

$$x_+=\frac{a-1+d}{2}\ \ge\ \sqrt{q-1}\ >\ 1 .$$

Hence $r=x_+^2$ is a solution larger than 1. The distance between the two thresholds is

$$(1+q)-(1+2\sqrt{q-1})=(\sqrt{q-1}-1)^2,$$

which is positive because $q>2$.

## The slope at the uniform message

At $r=1$ the numerator and denominator inside the square both equal $a+q-1$. The chain and quotient rules give

$$f'(1)=2\cdot\frac{a(a+q-1)-(a+q-1)}{(a+q-1)^2}=\frac{2(a-1)}{a+q-1}.$$

This exceeds one exactly when $2a-2>a+q-1$, that is, when $a>1+q$. A small bias towards one state then grows under iteration.

## Solutions at the threshold and above it

At $a=1+2\sqrt{q-1}$ the quadratic is $(x-\sqrt{q-1})^2$. The positive solutions are then $r=1$ and $r=q-1$. The ordered solution thus appears at a finite distance from the uniform one, and its normalised message gives the favoured state the probability $1/2$.

For $1+2\sqrt{q-1}<a<1+q$ the quadratic has two distinct roots $y<z$, with $y+z=a-1$ and $yz=q-1$. The larger one exceeds 1 as before. Moreover,

$$(y-1)(z-1)=yz-(y+z)+1=1+q-a>0,$$

so $y>1$ as well. The positive solutions are exactly $1$, $y^2$ and $z^2$. For $q=7$ and $a=6$ the roots are 2 and 3, which gives the ratios 4 and 9 of the opening example.

## The Lean file

```lean
import Mathlib

open Finset

namespace BethePotts

noncomputable section

/-- The unnormalised cavity message sent by a spin that receives the same message `ψ` from two
branches, with bond weight `a` for equal neighbouring spins and `1` for different ones. -/
def branchUpdate {σ : Type*} [Fintype σ] [DecidableEq σ] (a : ℝ) (ψ : σ → ℝ) (s : σ) : ℝ :=
  (∑ t, (if s = t then a else 1) * ψ t) ^ 2

/-- A message that gives the state `s₀` the weight `r` and every other state the weight `1`. -/
def biasedMessage {σ : Type*} [DecidableEq σ] (s₀ : σ) (r : ℝ) (t : σ) : ℝ :=
  if t = s₀ then r else 1

/-- The scalar Potts cavity map at coordination three, for real `q` and Boltzmann factor `a`. -/
def cavityMap (q a r : ℝ) : ℝ := ((a * r + q - 1) / (r + a + q - 2)) ^ 2

/-- After one update of `biasedMessage s₀ r`, the weight of the state `s₀` is `cavityMap` times the
weight of any other state, with `q` the number of spin states. -/
theorem branchUpdate_biased {σ : Type*} [Fintype σ] [DecidableEq σ] {a r : ℝ}
    (ha : 0 < a) (hr : 0 < r) {s s₀ : σ} (h : s ≠ s₀) :
    branchUpdate a (biasedMessage s₀ r) s₀ =
      cavityMap (Fintype.card σ) a r * branchUpdate a (biasedMessage s₀ r) s := by
  -- the sum over the neighbouring spin, for any state `u` of the central spin
  have key : ∀ u : σ, ∑ t, (if u = t then a else 1) * biasedMessage s₀ r t =
      (Fintype.card σ : ℝ) + (r - 1) + (a - 1) * biasedMessage s₀ r u := by
    intro u
    have hterm : ∀ t : σ, (if u = t then a else 1) * biasedMessage s₀ r t =
        1 + (if t = s₀ then r - 1 else 0) +
          (if u = t then (a - 1) * biasedMessage s₀ r u else 0) := by
      intro t
      have hb : biasedMessage s₀ r t = 1 + (if t = s₀ then r - 1 else 0) := by
        unfold biasedMessage
        split_ifs <;> ring
      by_cases h1 : u = t
      · subst h1
        rw [if_pos rfl, if_pos rfl, ← hb]
        ring
      · rw [if_neg h1, if_neg h1, ← hb]
        ring
    rw [Finset.sum_congr rfl (fun t _ => hterm t)]
    simp only [Finset.sum_add_distrib, Finset.sum_ite_eq, Finset.sum_ite_eq', Finset.mem_univ,
      if_true, Finset.sum_const, Finset.card_univ, nsmul_eq_mul, mul_one]
  have b1 : biasedMessage s₀ r s₀ = r := by simp [biasedMessage]
  have b2 : biasedMessage s₀ r s = 1 := by simp [biasedMessage, h]
  have hc : 2 ≤ Fintype.card σ := Fintype.one_lt_card_iff.mpr ⟨s, s₀, h⟩
  have hc' : (2 : ℝ) ≤ (Fintype.card σ : ℝ) := by exact_mod_cast hc
  have hD : 0 < r + a + (Fintype.card σ : ℝ) - 2 := by linarith
  unfold branchUpdate cavityMap
  rw [key s₀, key s, b1, b2, ← mul_pow]
  congr 1
  rw [div_mul_eq_mul_div, eq_div_iff hD.ne']
  ring

/-- In the variable `x = √r`, the cavity equation splits into the uniform solution `x = 1` and a
quadratic equation. -/
theorem fixed_sq_iff {q a x : ℝ} (hq : 2 < q) (ha : 0 < a) (hx : 0 < x) :
    x ^ 2 = cavityMap q a (x ^ 2) ↔ x = 1 ∨ x ^ 2 - (a - 1) * x + (q - 1) = 0 := by
  have hx2 : 0 < x ^ 2 := pow_pos hx 2
  have hd : 0 < x ^ 2 + a + q - 2 := by linarith
  have hn : 0 < a * x ^ 2 + q - 1 := by
    have := mul_pos ha hx2
    linarith
  have hy := div_pos hn hd
  unfold cavityMap
  -- both sides are squares of positive numbers
  rw [pow_left_inj₀ hx.le hy.le two_ne_zero, eq_div_iff hd.ne']
  constructor
  · intro h
    have h2 : (x - 1) * (x ^ 2 - (a - 1) * x + (q - 1)) = 0 := by linear_combination h
    rcases mul_eq_zero.mp h2 with h3 | h3
    · left
      linarith
    · right
      exact h3
  · rintro (h | h)
    · rw [h]
      ring
    · linear_combination (x - 1) * h

/-- The cavity equation has a positive solution other than `1` exactly when
`a ≥ 1 + 2√(q-1)`, and this threshold lies strictly below `1 + q`. -/
theorem ordered_solution_iff {q a : ℝ} (hq : 2 < q) (ha : 0 < a) :
    ((∃ r : ℝ, 0 < r ∧ r ≠ 1 ∧ r = cavityMap q a r) ↔ 1 + 2 * √(q - 1) ≤ a) ∧
      1 + 2 * √(q - 1) < 1 + q := by
  have hs : √(q - 1) ^ 2 = q - 1 := Real.sq_sqrt (by linarith)
  have hs1 : 1 < √(q - 1) := Real.lt_sqrt_of_sq_lt (by linarith)
  refine ⟨⟨?_, ?_⟩, by nlinarith [mul_pos (sub_pos.mpr hs1) (sub_pos.mpr hs1)]⟩
  · rintro ⟨r, hr, hr1, h⟩
    obtain ⟨x, hx, rfl⟩ : ∃ x : ℝ, 0 < x ∧ x ^ 2 = r :=
      ⟨√r, Real.sqrt_pos.mpr hr, Real.sq_sqrt hr.le⟩
    rcases (fixed_sq_iff hq ha hx).mp h with h | h
    · exact absurd (by rw [h]; norm_num) hr1
    · -- arithmetic-geometric mean inequality for the two terms of the quadratic
      by_contra hlt
      have hlt' : 0 < 1 + 2 * √(q - 1) - a := by linarith [not_le.mp hlt]
      nlinarith [mul_pos hx hlt', sq_nonneg (x - √(q - 1))]
  · intro h
    have hD : 0 ≤ (a - 1) ^ 2 - 4 * (q - 1) := by nlinarith
    have hd := Real.sq_sqrt hD
    have hd0 := Real.sqrt_nonneg ((a - 1) ^ 2 - 4 * (q - 1))
    set d := √((a - 1) ^ 2 - 4 * (q - 1))
    -- the larger root of the quadratic exceeds one
    have hx1 : 1 < (a - 1 + d) / 2 := by linarith
    have hx0 : 0 < (a - 1 + d) / 2 := by linarith
    refine ⟨((a - 1 + d) / 2) ^ 2, pow_pos hx0 2, ?_, ?_⟩
    · have : 1 < ((a - 1 + d) / 2) ^ 2 := by nlinarith
      exact this.ne'
    · exact (fixed_sq_iff hq ha hx0).mpr (Or.inr (by linear_combination hd / 4))

/-- The slope of the cavity map at the uniform solution `r = 1` is `2(a-1)/(a+q-1)`. -/
theorem hasDerivAt_uniform {q a : ℝ} (hq : 2 < q) (ha : 0 < a) :
    HasDerivAt (cavityMap q a) (2 * (a - 1) / (a + q - 1)) 1 := by
  have hA : a + q - 1 ≠ 0 := by
    have : 0 < a + q - 1 := by linarith
    exact this.ne'
  have e1 : 1 + a + q - 2 = a + q - 1 := by ring
  have e2 : a * 1 + q - 1 = a + q - 1 := by ring
  have hn : HasDerivAt (fun r : ℝ => a * r + q - 1) a 1 :=
    ((((hasDerivAt_id' (1 : ℝ)).const_mul a).add_const q).sub_const 1).congr_deriv (mul_one a)
  have hd : HasDerivAt (fun r : ℝ => r + a + q - 2) 1 1 :=
    (((hasDerivAt_id' (1 : ℝ)).add_const a).add_const q).sub_const 2
  have h := (hn.fun_div hd (by rw [e1]; exact hA)).fun_pow 2
  refine h.congr_deriv ?_
  simp only [e1, e2, Nat.cast_ofNat, Nat.reduceSub, pow_one]
  field_simp

/-- The slope of the cavity map at the uniform solution exceeds one exactly when `a > 1 + q`. -/
theorem uniform_slope_gt_one_iff {q a : ℝ} (hq : 2 < q) (ha : 0 < a) :
    1 < deriv (cavityMap q a) 1 ↔ 1 + q < a := by
  rw [(hasDerivAt_uniform hq ha).deriv, lt_div_iff₀ (by linarith)]
  constructor <;> intro h <;> linarith

/-- At `a = 1 + 2√(q-1)` the positive solutions of the cavity equation are exactly `1` and
`q - 1`. -/
theorem solutions_at_threshold {q r : ℝ} (hq : 2 < q) (hr : 0 < r) :
    r = cavityMap q (1 + 2 * √(q - 1)) r ↔ r = 1 ∨ r = q - 1 := by
  obtain ⟨x, hx, rfl⟩ : ∃ x : ℝ, 0 < x ∧ x ^ 2 = r :=
    ⟨√r, Real.sqrt_pos.mpr hr, Real.sq_sqrt hr.le⟩
  have hs : √(q - 1) ^ 2 = q - 1 := Real.sq_sqrt (by linarith)
  have h2 : x ^ 2 = q - 1 ↔ x = √(q - 1) :=
    ⟨fun h => by rw [← h, Real.sqrt_sq hx.le], fun h => by rw [h, hs]⟩
  -- the quadratic is a perfect square here
  have hquad : x ^ 2 - (1 + 2 * √(q - 1) - 1) * x + (q - 1) = (x - √(q - 1)) ^ 2 := by
    linear_combination -hs
  rw [fixed_sq_iff hq (by positivity) hx, hquad, pow_eq_zero_iff two_ne_zero, sub_eq_zero, h2,
    pow_eq_one_iff_of_nonneg hx.le two_ne_zero]

/-- Strictly between the two thresholds the cavity equation has exactly three positive solutions:
`1` and two larger ones. -/
theorem three_solutions_between {q a : ℝ} (hq : 2 < q) (h1 : 1 + 2 * √(q - 1) < a)
    (h2 : a < 1 + q) :
    ∃ r₁ r₂ : ℝ, 1 < r₁ ∧ r₁ < r₂ ∧
      ∀ r : ℝ, 0 < r → (r = cavityMap q a r ↔ r = 1 ∨ r = r₁ ∨ r = r₂) := by
  have hs : √(q - 1) ^ 2 = q - 1 := Real.sq_sqrt (by linarith)
  have hs1 : 1 < √(q - 1) := Real.lt_sqrt_of_sq_lt (by linarith)
  -- the two roots of the quadratic, given by their sum and product
  obtain ⟨y, z, hy, hyz, hsum, hprod⟩ :
      ∃ y z : ℝ, 1 < y ∧ y < z ∧ y + z = a - 1 ∧ y * z = q - 1 := by
    have hD : 0 < (a - 1) ^ 2 - 4 * (q - 1) := by nlinarith
    have hd := Real.sq_sqrt hD.le
    have hd0 := Real.sqrt_pos.mpr hD
    have hd3 : √((a - 1) ^ 2 - 4 * (q - 1)) < a - 3 :=
      (Real.sqrt_lt' (by linarith)).mpr (by nlinarith)
    set d := √((a - 1) ^ 2 - 4 * (q - 1))
    exact ⟨(a - 1 - d) / 2, (a - 1 + d) / 2, by linarith, by linarith, by ring,
      by linear_combination -hd / 4⟩
  have hy0 : 0 < y := by linarith
  have hz0 : 0 < z := by linarith
  refine ⟨y ^ 2, z ^ 2, by nlinarith, by nlinarith, fun r hr => ?_⟩
  obtain ⟨x, hx, rfl⟩ : ∃ x : ℝ, 0 < x ∧ x ^ 2 = r :=
    ⟨√r, Real.sqrt_pos.mpr hr, Real.sq_sqrt hr.le⟩
  have hquad : x ^ 2 - (a - 1) * x + (q - 1) = (x - y) * (x - z) := by
    linear_combination x * hsum - hprod
  rw [fixed_sq_iff hq (by linarith) hx, hquad, mul_eq_zero, sub_eq_zero, sub_eq_zero,
    pow_eq_one_iff_of_nonneg hx.le two_ne_zero, pow_left_inj₀ hx.le hy0.le two_ne_zero,
    pow_left_inj₀ hx.le hz0.le two_ne_zero]

end

end BethePotts
```

```lean
#print axioms BethePotts.ordered_solution_iff
#print axioms BethePotts.uniform_slope_gt_one_iff
#print axioms BethePotts.solutions_at_threshold
#print axioms BethePotts.three_solutions_between
```

```
'BethePotts.ordered_solution_iff' depends on axioms: [propext, Classical.choice, Quot.sound]
'BethePotts.uniform_slope_gt_one_iff' depends on axioms: [propext, Classical.choice, Quot.sound]
'BethePotts.solutions_at_threshold' depends on axioms: [propext, Classical.choice, Quot.sound]
'BethePotts.three_solutions_between' depends on axioms: [propext, Classical.choice, Quot.sound]
```

## From the spin sum to the factorisation

In `branchUpdate_biased`, the auxiliary statement `key` evaluates the sum for both kinds of central state at once: it equals $q+(r-1)+(a-1)\psi(u)$ for a central spin in state $u$. To get there, each summand is split into a constant 1, a correction at $t=s_0$ and a correction at $t=u$. Setting $\psi(u)$ to $r$ or to $1$ gives the two sums found by hand. Two distinct states guarantee $q\ge2$, which makes the denominator positive, and `congr 1` reduces the equality of squares to an equality of their bases.

`fixed_sq_iff` carries out the substitution $r=x^2$. The lemma `pow_left_inj₀` takes the square root, which is allowed because both bases are positive, and `eq_div_iff` clears the denominator. `linear_combination` then checks the factorisation in both directions.

## Inequalities and explicit roots

The forward half of `ordered_solution_iff` replaces $r$ by $x^2$ and excludes $x=1$. It then assumes that $a$ lies below the threshold. `nlinarith` receives the positive product of $x$ and the shortfall, together with the square $(x-\sqrt{q-1})^2$, and finds the contradiction. This is the arithmetic-geometric mean step from the derivation. The reverse half supplies $x_+^2$ as the solution and passes the root back through `fixed_sq_iff`. The strict inequality between the thresholds comes from the positive square $(\sqrt{q-1}-1)^2$.

`hasDerivAt_uniform` differentiates the numerator and denominator separately, and combines them with the quotient rule and the power rule. In `uniform_slope_gt_one_iff` the positive denominator is multiplied out, and `linarith` settles the remaining linear inequality.

`solutions_at_threshold` rewrites the quadratic as a perfect square. `three_solutions_between` constructs $y$ and $z$ from the root formula. Here the proof of $y>1$ differs slightly from the one above: it shows $d<a-3$ by comparing squares, whose difference is $4(1+q-a)$. The sum and product of the roots then give the factorisation $(x-y)(x-z)$, and since $x$, $y$ and $z$ are positive, the solutions for $x$ translate one by one into solutions for $r$.
